# With linear coupling to harmonic modes, a defect level is never stably singly occupied if lattice attraction exceeds Coulomb repulsion

A localised defect level in a semiconductor can be empty or hold one or two electrons, supplied by a reservoir at the Fermi level. The second electron costs a Coulomb repulsion, so one expects the level to fill in two steps as the Fermi level rises. But the surrounding atoms move when the level is filled, and they move further for two electrons than for one. Can this relaxation outweigh the repulsion, and what then happens to the singly occupied state?

## The second difference of the relaxed energies

Let n be the number of electrons in the level and xᵢ the distortion along lattice mode i, for finitely many modes. The model energy is

E(n, x) = n e + U n(n−1)/2 + Σᵢ (kᵢ xᵢ²/2 − Lᵢ n xᵢ).

Here e is the one-electron level energy at zero distortion and U the Coulomb repulsion between two electrons in the level. The stiffness kᵢ > 0 says that the lattice resists distortion along mode i, and Lᵢ is the force that each electron exerts along that mode. The relaxed energy Eₙ is the minimum of E(n, x) over all distortions x. With

S = Σᵢ Lᵢ²/kᵢ,

the identity is

Eₙ₊₂ − 2Eₙ₊₁ + Eₙ = U − S.

For a single mode and n = 0 it reads E₂ − 2E₁ + E₀ = U − L²/k. The right-hand side is the effective repulsion between two electrons once the lattice has relaxed.

Let m be the Fermi level. An occupation n is called stable at m if Eₙ − n m is no larger than the same quantity for occupations 0, 1 and 2. If U − S < 0, single occupation is stable at no m. This is the negative-U mechanism for one isolated level with linear coupling to harmonic modes; whether a particular defect has S > U is a question about its parameters, which the model takes as given.

## Where a defect post-processing code meets the sign of U − S

A script that draws a charge-state stability diagram reads the relaxed total energies of several charge states and plots each formation energy as a straight line against the Fermi level. If the charge is q = q₀ − n, with q₀ the charge of the empty defect, the reservoir term q m equals −n m plus a term common to all charge states. The lowest line at each m therefore identifies the stable occupation in the sense used here.

Trouble starts when the script computes only the levels between neighbouring charge states and assumes that they come in order. In this model the two levels are

E₁ − E₀ = e − S/2,

E₂ − E₁ = e + U − 3S/2.

Their difference is U − S. When it is negative the second level lies below the first, and a script that shades the region between them as "singly occupied" reports a state that is never the lowest. Taking the minimum over all the lines gives the right diagram for either sign.

The geometries matter as well. At one fixed distortion the coupling term is linear in n, so the second difference of the unrelaxed energies is U. A code that takes some energies at a frozen geometry and others after relaxation may end up with a third value. For instance, with E₀ and E₁ relaxed but the two-electron energy taken at the relaxed one-electron geometry, the second difference is U − S/2.

A small input for checking such a script is one mode with e = 0, U = 1, L = 2 and k = 2, in consistent units. Then S = 2 and

E₀ = 0, E₁ = −1, E₂ = −3.

The second difference is −1. The neighbouring levels are −1 and −2, in inverted order, and the diagram should show one direct transition from n = 0 to n = 2 at m = −1.5. There the empty and doubly occupied states both have Eₙ − n m = 0, while the singly occupied state has 0.5.

## Completing the square and comparing three lines

For one mode, completing the square gives

kᵢ xᵢ²/2 − Lᵢ n xᵢ = (kᵢ/2)(xᵢ − n Lᵢ/kᵢ)² − n² Lᵢ²/(2kᵢ).

Summing over the modes,

E(n, x) = n e + U n(n−1)/2 − n² S/2 + Σᵢ (kᵢ/2)(xᵢ − n Lᵢ/kᵢ)².

Since every kᵢ is positive, the last sum is never negative, and it vanishes at xᵢ = n Lᵢ/kᵢ. The minimum is therefore attained, and

Eₙ = n e + U n(n−1)/2 − n² S/2.

In the second difference the term linear in n drops out. The other two terms contribute

(U/2)[(n+2)(n+1) − 2(n+1)n + n(n−1)] = U,

−(S/2)[(n+2)² − 2(n+1)² + n²] = −S.

Together they give U − S. The attraction comes from the quadratic growth of the relaxation energy: two electrons gain 2S, four times the S/2 that one electron gains.

Now suppose that single occupation is stable at some m. Comparing it with the empty and the doubly occupied level gives

E₁ − m ≤ E₀,

E₁ − m ≤ E₂ − 2m.

Adding these, the Fermi level cancels and 0 ≤ E₂ − 2E₁ + E₀ = U − S remains. A negative U − S contradicts this, whatever m is.

Solved for m separately, the same two inequalities give the exact window of single occupation:

e − S/2 ≤ m ≤ e + U − 3S/2.

It contains a point exactly when S ≤ U. At S = U it shrinks to one Fermi level, at which all three occupations tie.

For U < S, the empty and the doubly occupied level have equal grand potentials when 0 = E₂ − 2m, that is, at

m = e + U/2 − S.

Below this value the empty level beats the doubly occupied one. It also beats single occupation, because e + U/2 − S < e − S/2. Above it the doubly occupied level wins against both, because e + U/2 − S > e + U − 3S/2. As m rises through this value, the stable occupation jumps from 0 to 2.

## The Lean file

```lean
import Mathlib

open Finset

namespace NegativeUDefect

noncomputable section

variable {ι : Type*} [Fintype ι]

/-- Energy of a defect level holding `n` electrons at lattice distortion `x`: level energy `e`,
Coulomb repulsion `U`, and modes of stiffness `k i` coupled to the occupation by `L i`. -/
def energy (e U : ℝ) (L k : ι → ℝ) (n : ℕ) (x : ι → ℝ) : ℝ :=
  n * e + U * n * (n - 1) / 2 + ∑ i, (k i * x i ^ 2 / 2 - L i * n * x i)

/-- Relaxed energy of the defect with `n` electrons: the infimum over all lattice distortions. -/
def relaxedEnergy (e U : ℝ) (L k : ι → ℝ) (n : ℕ) : ℝ :=
  ⨅ x, energy e U L k n x

/-- The lattice-mediated attraction, the sum of `L i ^ 2 / k i` over the modes, for nonzero
stiffnesses `k i`. -/
def attraction (L k : ι → ℝ) : ℝ := ∑ i, L i ^ 2 / k i

/-- At Fermi level `m`, the relaxed defect with `n` electrons has a grand potential
`E n - n m` no higher than that of any of the occupations 0, 1 and 2. -/
def IsStable (e U : ℝ) (L k : ι → ℝ) (m : ℝ) (n : ℕ) : Prop :=
  ∀ j : ℕ, j ≤ 2 →
    relaxedEnergy e U L k n - n * m ≤ relaxedEnergy e U L k j - j * m

/-- The energy is a distortion-independent part plus a harmonic energy about the displaced
equilibrium positions `n L i / k i`. -/
theorem energy_eq_square (e U : ℝ) (L k : ι → ℝ) (hk : ∀ i, 0 < k i) (n : ℕ) (x : ι → ℝ) :
    energy e U L k n x =
      (n * e + U * n * (n - 1) / 2 - (n : ℝ) ^ 2 / 2 * attraction L k)
        + ∑ i, k i / 2 * (x i - n * L i / k i) ^ 2 := by
  -- complete the square mode by mode
  have h : ∑ i, (k i * x i ^ 2 / 2 - L i * n * x i) =
      ∑ i, k i / 2 * (x i - n * L i / k i) ^ 2 - (n : ℝ) ^ 2 / 2 * ∑ i, L i ^ 2 / k i := by
    rw [Finset.mul_sum, ← Finset.sum_sub_distrib]
    refine Finset.sum_congr rfl fun i _ => ?_
    have hi : k i ≠ 0 := (hk i).ne'
    field_simp
    ring
  unfold energy attraction
  rw [h]
  ring

/-- The lowest energy over all distortions is attained, and the lattice lowers the energy of
`n` electrons by `n ^ 2 / 2` times the attraction. -/
theorem isLeast_energy (e U : ℝ) (L k : ι → ℝ) (hk : ∀ i, 0 < k i) (n : ℕ) :
    IsLeast (Set.range (energy e U L k n))
      (n * e + U * n * (n - 1) / 2 - (n : ℝ) ^ 2 / 2 * attraction L k) := by
  constructor
  · refine ⟨fun i => n * L i / k i, ?_⟩
    rw [energy_eq_square e U L k hk]
    simp
  · rintro _ ⟨x, rfl⟩
    rw [energy_eq_square e U L k hk]
    have h : 0 ≤ ∑ i, k i / 2 * (x i - n * L i / k i) ^ 2 :=
      Finset.sum_nonneg fun i _ => mul_nonneg (half_pos (hk i)).le (sq_nonneg _)
    linarith

/-- Closed form of the relaxed energy with `n` electrons. -/
theorem relaxedEnergy_eq (e U : ℝ) (L k : ι → ℝ) (hk : ∀ i, 0 < k i) (n : ℕ) :
    relaxedEnergy e U L k n =
      n * e + U * n * (n - 1) / 2 - (n : ℝ) ^ 2 / 2 * attraction L k :=
  (isLeast_energy e U L k hk n).csInf_eq

/-- The second difference of the relaxed energies is the Coulomb repulsion minus the
lattice-mediated attraction, at every occupation. -/
theorem effective_U (e U : ℝ) (L k : ι → ℝ) (hk : ∀ i, 0 < k i) (n : ℕ) :
    relaxedEnergy e U L k (n + 2) - 2 * relaxedEnergy e U L k (n + 1) + relaxedEnergy e U L k n
      = U - attraction L k := by
  simp only [relaxedEnergy_eq e U L k hk]
  push_cast
  ring

/-- Single occupation is stable exactly for Fermi levels that are at or above the relaxed 0/1
transition level and at or below the relaxed 1/2 transition level. -/
theorem single_stable_iff (e U : ℝ) (L k : ι → ℝ) (hk : ∀ i, 0 < k i) (m : ℝ) :
    IsStable e U L k m 1 ↔
      e - attraction L k / 2 ≤ m ∧ m ≤ e + U - 3 * attraction L k / 2 := by
  constructor
  · intro h
    have h0 := h 0 (by norm_num)
    have h2 := h 2 (by norm_num)
    simp only [relaxedEnergy_eq e U L k hk] at h0 h2
    push_cast at h0 h2
    constructor <;> linarith
  · rintro ⟨h0, h2⟩ j hj
    simp only [relaxedEnergy_eq e U L k hk]
    interval_cases j <;> push_cast <;> linarith

/-- Negative-U theorem: if the lattice-mediated attraction exceeds the Coulomb repulsion, single
occupation is not stable at any Fermi level. -/
theorem single_never_stable (e U : ℝ) (L k : ι → ℝ) (hk : ∀ i, 0 < k i)
    (hU : U - attraction L k < 0) (m : ℝ) : ¬ IsStable e U L k m 1 := by
  intro h
  -- the two transition levels are in inverted order
  obtain ⟨h0, h2⟩ := (single_stable_iff e U L k hk m).1 h
  linarith

/-- Single occupation is stable at some Fermi level exactly when the effective repulsion is
not negative. -/
theorem exists_single_stable_iff (e U : ℝ) (L k : ι → ℝ) (hk : ∀ i, 0 < k i) :
    (∃ m, IsStable e U L k m 1) ↔ 0 ≤ U - attraction L k := by
  constructor
  · rintro ⟨m, hm⟩
    by_contra hU
    exact single_never_stable e U L k hk (not_le.1 hU) m hm
  · intro hU
    refine ⟨e - attraction L k / 2, (single_stable_iff e U L k hk _).2 ⟨le_refl _, ?_⟩⟩
    linarith

/-- For negative effective repulsion, the empty level is stable exactly up to the Fermi level
`e + U / 2 - attraction`, and the doubly occupied level exactly from there on. -/
theorem two_electron_transition (e U : ℝ) (L k : ι → ℝ) (hk : ∀ i, 0 < k i)
    (hU : U - attraction L k < 0) (m : ℝ) :
    (IsStable e U L k m 0 ↔ m ≤ e + U / 2 - attraction L k) ∧
      (IsStable e U L k m 2 ↔ e + U / 2 - attraction L k ≤ m) := by
  refine ⟨⟨fun h => ?_, fun h j hj => ?_⟩, ⟨fun h => ?_, fun h j hj => ?_⟩⟩
  · have h2 := h 2 (by norm_num)
    simp only [relaxedEnergy_eq e U L k hk] at h2
    push_cast at h2
    linarith
  · simp only [relaxedEnergy_eq e U L k hk]
    interval_cases j <;> push_cast <;> linarith
  · have h0 := h 0 (by norm_num)
    simp only [relaxedEnergy_eq e U L k hk] at h0
    push_cast at h0
    linarith
  · simp only [relaxedEnergy_eq e U L k hk]
    interval_cases j <;> push_cast <;> linarith

end

end NegativeUDefect
```

```lean
#print axioms NegativeUDefect.effective_U
-- 'NegativeUDefect.effective_U' depends on axioms: [propext, Classical.choice, Quot.sound]
#print axioms NegativeUDefect.single_never_stable
-- 'NegativeUDefect.single_never_stable' depends on axioms: [propext, Classical.choice, Quot.sound]
#print axioms NegativeUDefect.exists_single_stable_iff
-- 'NegativeUDefect.exists_single_stable_iff' depends on axioms: [propext, Classical.choice, Quot.sound]
#print axioms NegativeUDefect.two_electron_transition
-- 'NegativeUDefect.two_electron_transition' depends on axioms: [propext, Classical.choice, Quot.sound]
```

## How the Lean objects map to the defect

The type `ι` labels the modes. It is finite and may be empty, in which case S = 0 and the level is purely electronic. A distortion is a function `x : ι → ℝ`, and `energy` is E(n, x) with the sign convention above: a positive `L i` pushes the mode towards positive `x i`. The parameters `e` and `U` are arbitrary real numbers, so a repulsive `U` is allowed but not required.

`relaxedEnergy` is defined as an infimum over all distortions, and `attraction L k` is S. The condition `hk : ∀ i, 0 < k i` is the mechanical stability of the lattice. It carries real weight: Lean assigns the value 0 to the infimum of a set of reals that is unbounded below, so without a minimum `relaxedEnergy` could be a number with no physical meaning. `isLeast_energy` settles this by showing that the minimum is attained.

`IsStable e U L k m n` compares occupation `n` with every `j ≤ 2`. The limit of two is the capacity of one orbital with spin. Ties count as stable, which is why the windows include their end points.

The theorem `effective_U` is the identity, stated for every natural number `n`; for a single orbital only `n = 0` involves occupations that can occur. `single_never_stable` says that a negative `U - attraction L k` excludes single occupation at every real `m`. `exists_single_stable_iff` adds the converse: some Fermi level makes single occupation stable exactly when the effective repulsion is at least zero. `two_electron_transition` gives the stability ranges of the empty and the doubly occupied level when it is negative.

## How the proofs follow the algebra

`energy_eq_square` completes the square. Its inner statement `h` gathers the sums and uses `Finset.sum_congr` to reduce the claim to one mode, where `field_simp` clears the denominator `k i` and `ring` checks the polynomial identity.

`isLeast_energy` has two halves. The first supplies the distortion `n * L i / k i`, at which every square vanishes. The second shows that the sum of squares is nonnegative, so no distortion gives a lower energy. `relaxedEnergy_eq` turns this attained minimum into the closed form of the infimum.

From there the lattice coordinates are gone. `effective_U` inserts the closed form three times and finishes with `ring`. `single_stable_iff` obtains the window from the comparisons with `j = 0` and `j = 2`; in the other direction `interval_cases` runs through the three values of `j`, and `linarith` proves each linear inequality. `single_never_stable` reads off the two ends of the window and finds them in the wrong order, which is the addition of inequalities above in another form. For the converse, `exists_single_stable_iff` offers the lower end of the window as a suitable Fermi level.

In `two_electron_transition`, the necessary condition on `m` comes from comparing occupations 0 and 2 alone. The sign hypothesis `hU` enters in the other direction, where single occupation must also be beaten.

## Scope: one isolated level on a harmonic lattice

The theorems concern exact real arithmetic in the model. They say nothing about the error of a computed total energy, about finite-size corrections for charged supercells, or about whether a geometry optimisation has reached the global minimum. For relaxed-defect calculations, the result gives a criterion for inverted charge transition levels, within a model of one isolated level with linear coupling and stiffnesses that don't depend on its occupation.

The modes are uncoupled. A positive definite force-constant matrix with off-diagonal entries must first be diagonalised, and the forces rotated accordingly, before S can be read off as the sum used here. Anharmonic terms and stiffnesses that change with n lie beyond the model, and so do temperature and the quantum motion of the nuclei.

The contradiction from adding two inequalities uses only the three numbers E₀, E₁ and E₂, so that step of the derivation applies equally to relaxed energies taken from a calculation, harmonic or not. The formula U − S for their second difference does depend on the model.

## Measuring distortions from the singly occupied geometry

The file measures distortions from the equilibrium geometry of the empty level. If the neutral defect holds one electron, one may prefer its relaxed geometry as the origin and write the coupling as −Lᵢ (n−1) xᵢ, with e now defined at the new origin. The relaxation energy becomes −(n−1)² S/2. With a constant S/2 common to all occupations left out, the relaxed energies are

E₀ = −S/2, E₁ = e, E₂ = 2e + U − S/2.

The second difference is still U − S, and so is the condition for losing single occupation. The formulas for the levels do change: the window of single occupation becomes e + S/2 ≤ m ≤ e + U − S/2, and the direct two-electron level becomes e + U/2. For the same defect, e in this convention is lower by S than e in the file, so a value fitted in one convention must be shifted before it is used in the other.
